# A fixed additive embedding cancels from the pair expansion of fragment energies

The embedding is modelled as a table of real numbers $W_{ik}$, the energy of fragment $i$ in the field of fragment $k$, and a fragment has the same entries whether it is computed alone or in a pair. The internal energies $e_i$ and pair interactions $V_{ij}$ are likewise fixed numbers, so the fragments do not polarise or relax. $W$ need not be symmetric: a full charge density $i$ in the field of point charges on $k$ generally has a different energy from the reverse arrangement.

In Lean 4 with Mathlib:

```lean
import Mathlib

open Finset

namespace EmbeddedPairExpansion

noncomputable section

variable {N : ℕ}
```

The $N$ fragments are the elements of `Fin N`, numbered from $0$. A sum over pairs is $\sum_{i<j} f_{ij}$, so only the entries of $V$ with $i<j$ enter it.

```lean
/-- The sum of a pair quantity over all pairs `i < j` of fragments. -/
def pairSum (f : Fin N → Fin N → ℝ) : ℝ :=
  ∑ i, ∑ j, if i < j then f i j else 0
```

The field of all other fragments gives fragment $i$ the energy $\sum_{k\neq i} W_{ik}$; `univ.erase i` is the set of those $k$.

```lean
/-- The energy of fragment `i` in the field of all other fragments. -/
def embedding (W : Fin N → Fin N → ℝ) (i : Fin N) : ℝ :=
  ∑ k ∈ univ.erase i, W i k
```

The embedded monomer energy is $E_i = e_i + \sum_{k\ne i} W_{ik}$.

```lean
/-- The embedded monomer energy: internal energy plus embedding energy. -/
def monomerEnergy (e : Fin N → ℝ) (W : Fin N → Fin N → ℝ) (i : Fin N) : ℝ :=
  e i + embedding W i
```

In a dimer, the two fragments interact through $V_{ij}$, and the embedding field comes only from the fragments outside the pair:

$$E_{ij} = e_i + e_j + V_{ij} + \sum_{k\neq i,j}(W_{ik}+W_{jk}).$$

```lean
/-- The embedded dimer energy: two internal energies, their interaction `V i j`, and the
embedding of both fragments in the field of the fragments outside the pair. -/
def dimerEnergy (e : Fin N → ℝ) (V W : Fin N → Fin N → ℝ) (i j : Fin N) : ℝ :=
  e i + e j + V i j + ∑ k ∈ (univ.erase i).erase j, (W i k + W j k)
```

## From pairs to ordered pairs

For any table $g$,

$$\sum_{i<j}(g_{ij}+g_{ji}) = \sum_i\sum_{j\neq i} g_{ij}.$$

Split the left side in two and exchange the names $i$ and $j$ in the second sum, which becomes $\sum_{j<i} g_{ij}$. Each $j\neq i$ then occurs once, either above or below $i$. The exchange is `Finset.sum_comm`, and the two cases are the final `rcases`.

```lean
/-- Summing `g i j + g j i` over pairs is the same as summing `g` over all ordered pairs of
distinct fragments. -/
theorem pairSum_add_swap (g : Fin N → Fin N → ℝ) :
    pairSum (fun i j => g i j + g j i) = ∑ i, ∑ j ∈ univ.erase i, g i j := by
  have hswap : (∑ i, ∑ j, if i < j then g j i else 0)
      = ∑ i, ∑ j, if j < i then g i j else 0 := Finset.sum_comm
  have hsplit : pairSum (fun i j => g i j + g j i)
      = (∑ i, ∑ j, if i < j then g i j else 0)
        + ∑ i, ∑ j, if i < j then g j i else 0 := by
    simp only [pairSum, ← Finset.sum_add_distrib]
    refine Finset.sum_congr rfl fun i _ => Finset.sum_congr rfl fun j _ => ?_
    split_ifs <;> simp
  rw [hsplit, hswap, ← Finset.sum_add_distrib]
  refine Finset.sum_congr rfl fun i _ => ?_
  -- the diagonal term vanishes, and each other `j` lies on exactly one side of `i`
  rw [← Finset.sum_add_distrib, ← Finset.add_sum_erase univ _ (mem_univ i)]
  simp only [lt_self_iff_false, if_false, add_zero, zero_add]
  refine Finset.sum_congr rfl fun j hj => ?_
  rcases lt_or_gt_of_ne (Finset.ne_of_mem_erase hj) with h | h
  · simp [h, lt_asymm h]
  · simp [h, lt_asymm h]
```

## What remains of the field in one pair

For $i\neq j$, take the partner out of each monomer's embedding:

$$E_i = e_i + W_{ij} + \sum_{k\neq i,j}W_{ik},\qquad E_j = e_j + W_{ji} + \sum_{k\neq i,j}W_{jk}.$$

Subtracting both from $E_{ij}$ removes the outside field and leaves

$$E_{ij}-E_i-E_j = V_{ij}-W_{ij}-W_{ji}.$$

In the proof, `h1` and `h2` take out the partner, and `linarith` does the subtraction.

```lean
/-- The pair correction of two distinct fragments is their interaction minus the embedding
energies that the two fragments exert on each other. -/
theorem pair_correction (e : Fin N → ℝ) (V W : Fin N → Fin N → ℝ) {i j : Fin N}
    (hij : i ≠ j) :
    dimerEnergy e V W i j - monomerEnergy e W i - monomerEnergy e W j
      = V i j - W i j - W j i := by
  have h1 := Finset.add_sum_erase (univ.erase i) (W i)
    (Finset.mem_erase.2 ⟨hij.symm, mem_univ j⟩)
  have h2 := Finset.add_sum_erase (univ.erase j) (W j)
    (Finset.mem_erase.2 ⟨hij, mem_univ i⟩)
  rw [Finset.erase_right_comm] at h2
  simp only [dimerEnergy, monomerEnergy, embedding, Finset.sum_add_distrib]
  linarith
```

## The sum over all pairs

Write the last identity as $E_{ij} = V_{ij} + (E_i-W_{ij}) + (E_j-W_{ji})$ and apply the ordered-pair formula with $g_{ij}=E_i-W_{ij}$. For each $i$,

$$\sum_{j\neq i}(E_i-W_{ij}) = (N-1)E_i-(E_i-e_i) = (N-2)E_i+e_i,$$

which is `hinner`. Hence

$$\sum_{i<j}E_{ij}-(N-2)\sum_iE_i = \sum_ie_i+\sum_{i<j}V_{ij}.$$

The coefficient is the real number $N-2$, and the identity holds for every $N$, including $0$ and $1$.

```lean
/-- The sum of embedded dimer energies minus `N - 2` times the sum of embedded monomer energies
is the sum of internal energies and pair interactions, for any embedding `W`. -/
theorem embedded_pair_expansion (e : Fin N → ℝ) (V W : Fin N → Fin N → ℝ) :
    pairSum (dimerEnergy e V W) - ((N : ℝ) - 2) * ∑ i, monomerEnergy e W i
      = ∑ i, e i + pairSum V := by
  -- split every dimer into its interaction and two corrected monomers
  have hsplit : pairSum (dimerEnergy e V W) = pairSum V + pairSum (fun i j =>
      (monomerEnergy e W i - W i j) + (monomerEnergy e W j - W j i)) := by
    simp only [pairSum, ← Finset.sum_add_distrib]
    refine Finset.sum_congr rfl fun i _ => Finset.sum_congr rfl fun j _ => ?_
    split_ifs with h
    · linarith [pair_correction e V W h.ne]
    · simp
  have hs := pairSum_add_swap (fun i j => monomerEnergy e W i - W i j)
  beta_reduce at hs
  -- each monomer occurs in `N - 1` dimers
  have hinner : ∀ i : Fin N, ∑ j ∈ univ.erase i, (monomerEnergy e W i - W i j)
      = ((N : ℝ) - 2) * monomerEnergy e W i + e i := by
    intro i
    have hN : 0 < N := lt_of_le_of_lt (Nat.zero_le _) i.isLt
    rw [Finset.sum_sub_distrib, Finset.sum_const, Finset.card_erase_of_mem (mem_univ i),
      Finset.card_univ, Fintype.card_fin, nsmul_eq_mul, Nat.cast_pred hN]
    unfold monomerEnergy embedding
    ring
  rw [hsplit, hs, Finset.sum_congr rfl (fun i _ => hinner i), Finset.sum_add_distrib,
    ← Finset.mul_sum]
  ring
```

Take three fragments with $e=(-10,-20,-30)$, $V_{01}=-1$, $V_{02}=-2$, $V_{12}=-3$ and the asymmetric embedding $W_{01}=1$, $W_{02}=2$, $W_{10}=0$, $W_{12}=1$, $W_{20}=3$, $W_{21}=-1$. The monomer energies are $-7,-19,-28$, with sum $-54$. The dimer energies are $E_{01}=-28$, $E_{02}=-42$, $E_{12}=-50$, with sum $-120$. Then $-120-(3-2)(-54)=-66$, which equals $-60-6$.

## Different fields for monomers and dimers

Suppose that the dimers feel $W'$ and the monomers $W$. Apply the expansion with $W'$ throughout, then replace the monomer energies by those in $W$. The result is shifted by

$$(N-2)\sum_i\Big(\sum_{k\neq i}W'_{ik}-\sum_{k\neq i}W_{ik}\Big).$$

```lean
/-- If the dimers are embedded in `W'` and the monomers in `W`, the pair expansion is shifted by
`N - 2` times the total difference of the embedding energies. -/
theorem mismatched_embedding (e : Fin N → ℝ) (V W W' : Fin N → Fin N → ℝ) :
    pairSum (dimerEnergy e V W') - ((N : ℝ) - 2) * ∑ i, monomerEnergy e W i
      = ∑ i, e i + pairSum V
        + ((N : ℝ) - 2) * ∑ i, (embedding W' i - embedding W i) := by
  have h := embedded_pair_expansion e V W'
  simp only [monomerEnergy, Finset.sum_add_distrib, Finset.sum_sub_distrib] at h ⊢
  linear_combination h
```

In a pair expansion for 100 molecules with point-charge embedding, one molecule per fragment and every pair computed, there are 100 monomer and 4950 dimer energies, and the monomer sum enters with coefficient $-98$. If the charges are updated between the two stages, then in this frozen-fragment model the total change in embedding energy appears in the result multiplied by 98.

## The only coefficient that works for every embedding

Suppose that a coefficient $c$ in place of $N-2$ gives $\sum_ie_i+\sum_{i<j}V_{ij}$ for every $W$, with $e$ and $V$ held fixed. Subtracting the expansion gives $(N-2-c)\sum_iE_i=0$ for every $W$. The monomer sum is $\sum_ie_i$ for $W=0$ and $\sum_ie_i+N(N-1)$ for $W=1$, so

$$(N-2-c)\,N(N-1)=0.$$

For $N\geq2$ this forces $c=N-2$. For $N=1$ and $e_0=0$, every $c$ works.

```lean
/-- For at least two fragments, a monomer coefficient `c` gives the sum of internal energies and
pair interactions for every embedding exactly when `c = N - 2`. -/
theorem coefficient_unique (hN : 2 ≤ N) (e : Fin N → ℝ) (V : Fin N → Fin N → ℝ) (c : ℝ) :
    (∀ W : Fin N → Fin N → ℝ,
      pairSum (dimerEnergy e V W) - c * ∑ i, monomerEnergy e W i = ∑ i, e i + pairSum V)
      ↔ c = (N : ℝ) - 2 := by
  constructor
  · intro h
    have key : ∀ W : Fin N → Fin N → ℝ,
        ((N : ℝ) - 2 - c) * (∑ i, e i + ∑ i, embedding W i) = 0 := by
      intro W
      have h1 := h W
      have h2 := embedded_pair_expansion e V W
      simp only [monomerEnergy, Finset.sum_add_distrib] at h1 h2
      linear_combination h1 - h2
    -- compare no embedding with a uniform one
    have h0 : ∑ i : Fin N, embedding (fun _ _ => (0 : ℝ)) i = 0 := by
      simp [embedding]
    have hone : ∀ i : Fin N, embedding (fun _ _ => (1 : ℝ)) i = (N : ℝ) - 1 := by
      intro i
      have hpos : 0 < N := by omega
      unfold embedding
      rw [Finset.sum_const, Finset.card_erase_of_mem (mem_univ i), Finset.card_univ,
        Fintype.card_fin, nsmul_eq_mul, Nat.cast_pred hpos, mul_one]
    have h1 : ∑ i : Fin N, embedding (fun _ _ => (1 : ℝ)) i = (N : ℝ) * ((N : ℝ) - 1) := by
      simp only [hone, Finset.sum_const, Finset.card_univ, Fintype.card_fin, nsmul_eq_mul]
    have k0 := key (fun _ _ => 0)
    have k1 := key (fun _ _ => 1)
    rw [h0] at k0
    rw [h1] at k1
    have hN' : (2 : ℝ) ≤ N := by exact_mod_cast hN
    have hne : (N : ℝ) * ((N : ℝ) - 1) ≠ 0 :=
      mul_ne_zero (by linarith) (by linarith)
    have hprod : ((N : ℝ) - 2 - c) * ((N : ℝ) * ((N : ℝ) - 1)) = 0 := by
      linear_combination k1 - k0
    have hz := (mul_eq_zero.1 hprod).resolve_right hne
    linarith
  · rintro rfl W
    exact embedded_pair_expansion e V W
```

## Double counting in the monomer sum

Let the embedding be the interaction itself, $W=V$, with $V_{ij}=V_{ji}$. The ordered-pair formula gives

$$\sum_iE_i = \sum_ie_i+\sum_i\sum_{j\neq i}V_{ij} = \sum_ie_i+2\sum_{i<j}V_{ij}.$$

Each interaction is counted once from either side. The symmetry hypothesis `hV` turns $V_{ij}+V_{ji}$ into $2V_{ij}$.

```lean
/-- If the embedding is the symmetric pair interaction itself, the sum of monomer energies
counts every pair interaction twice. -/
theorem monomer_sum_double_counts (e : Fin N → ℝ) (V : Fin N → Fin N → ℝ)
    (hV : ∀ i j, V i j = V j i) :
    ∑ i, monomerEnergy e V i = ∑ i, e i + 2 * pairSum V := by
  have hs := pairSum_add_swap V
  have h2 : pairSum (fun i j => V i j + V j i) = 2 * pairSum V := by
    simp only [pairSum, Finset.mul_sum]
    refine Finset.sum_congr rfl fun i _ => Finset.sum_congr rfl fun j _ => ?_
    split_ifs
    · linarith [hV i j]
    · simp
  simp only [monomerEnergy, embedding, Finset.sum_add_distrib]
  linarith

end

end EmbeddedPairExpansion
```

```lean
#print axioms EmbeddedPairExpansion.embedded_pair_expansion
#print axioms EmbeddedPairExpansion.mismatched_embedding
#print axioms EmbeddedPairExpansion.coefficient_unique
#print axioms EmbeddedPairExpansion.monomer_sum_double_counts
```

```
'EmbeddedPairExpansion.embedded_pair_expansion' depends on axioms: [propext, Classical.choice, Quot.sound]
'EmbeddedPairExpansion.mismatched_embedding' depends on axioms: [propext, Classical.choice, Quot.sound]
'EmbeddedPairExpansion.coefficient_unique' depends on axioms: [propext, Classical.choice, Quot.sound]
'EmbeddedPairExpansion.monomer_sum_double_counts' depends on axioms: [propext, Classical.choice, Quot.sound]
```
